# A fermionic mode is empty or singly occupied: the eigenvalues of $ca$ when $a^2=0$ and $ac+ca=1$

Let $V$ be a complex vector space and let $a$ and $c$ be linear maps from $V$ to itself, the annihilator and the creator of one fermionic mode; products are compositions, $1$ is the identity map, and the number operator is $n = ca$. If $V \neq 0$, $a^2 = 0$ and $ac + ca = 1$, then the eigenvalues of $n$ are exactly $0$ and $1$.

In Lean 4 with Mathlib:

```lean
import Mathlib

open Module.End

namespace FermionModeOccupation

noncomputable section

variable {V : Type*} [AddCommGroup V] [Module ℂ V]

/-- The number operator `n = c a` of a mode with annihilator `a` and creator `c`. -/
def numberOp (a c : Module.End ℂ V) : Module.End ℂ V := c * a

/-- The single-mode Hamiltonian `E₀ + ε n`, with offset `E₀` and level energy `ε`. -/
def modeHamiltonian (E₀ ε : ℂ) (a c : Module.End ℂ V) : Module.End ℂ V :=
  E₀ • (1 : Module.End ℂ V) + ε • numberOp a c

/-- If `a² = 0` and `ac + ca = 1`, the number operator is idempotent: `n² = n`. -/
theorem numberOp_idempotent {a c : Module.End ℂ V}
    (ha : a * a = 0) (hac : a * c + c * a = 1) :
    numberOp a c * numberOp a c = numberOp a c := by
  unfold numberOp
  calc c * a * (c * a) = c * (a * c + c * a) * a - c * c * (a * a) := by noncomm_ring
    _ = c * a := by rw [hac, ha, mul_one, mul_zero, sub_zero]

/-- If `a² = 0` on a nonzero space, some nonzero vector is annihilated by `a`. -/
theorem exists_empty_state [Nontrivial V] {a : Module.End ℂ V} (ha : a * a = 0) :
    ∃ v : V, v ≠ 0 ∧ a v = 0 := by
  obtain ⟨w, hw⟩ := exists_ne (0 : V)
  by_cases h : a w = 0
  · exact ⟨w, hw, h⟩
  · exact ⟨a w, h, LinearMap.congr_fun ha w⟩

/-- If `ac + ca = 1`, then `c` turns a nonzero vector annihilated by `a` into a nonzero
vector on which `n` acts as the identity. -/
theorem create_on_empty {a c : Module.End ℂ V} (hac : a * c + c * a = 1)
    {v : V} (hv : v ≠ 0) (hav : a v = 0) :
    c v ≠ 0 ∧ numberOp a c (c v) = c v := by
  -- annihilating the created particle restores the state
  have h : a (c v) + c (a v) = v := LinearMap.congr_fun hac v
  rw [hav, map_zero, add_zero] at h
  refine ⟨fun h0 => ?_, ?_⟩
  · rw [h0, map_zero] at h
    exact hv h.symm
  · change c (a (c v)) = c v
    rw [h]

/-- On a nonzero complex vector space with `a² = 0` and `ac + ca = 1`, a complex number is
an eigenvalue of `n = ca` if and only if it is 0 or 1. -/
theorem numberOp_hasEigenvalue_iff [Nontrivial V] {a c : Module.End ℂ V}
    (ha : a * a = 0) (hac : a * c + c * a = 1) (μ : ℂ) :
    HasEigenvalue (numberOp a c) μ ↔ μ = 0 ∨ μ = 1 := by
  constructor
  · intro h
    obtain ⟨v, hv⟩ := h.exists_hasEigenvector
    have h1 : numberOp a c v = μ • v := hv.apply_eq_smul
    -- idempotence forces μ² = μ
    have h2 : numberOp a c (numberOp a c v) = numberOp a c v :=
      LinearMap.congr_fun (numberOp_idempotent ha hac) v
    rw [h1, map_smul, h1, smul_smul] at h2
    have h3 : μ * μ = μ := smul_left_injective ℂ hv.2 h2
    have h4 : μ * (μ - 1) = 0 := by linear_combination h3
    rcases mul_eq_zero.mp h4 with h5 | h5
    · exact Or.inl h5
    · exact Or.inr (sub_eq_zero.mp h5)
  · -- the empty state and the state created from it realise both values
    obtain ⟨v, hv, hav⟩ := exists_empty_state ha
    rintro (h | h)
    · rw [h]
      refine hasEigenvalue_of_hasEigenvector (x := v) ⟨mem_eigenspace_iff.mpr ?_, hv⟩
      change c (a v) = (0 : ℂ) • v
      rw [hav, map_zero, zero_smul]
    · rw [h]
      obtain ⟨hne, hn⟩ := create_on_empty hac hv hav
      refine hasEigenvalue_of_hasEigenvector (x := c v) ⟨mem_eigenspace_iff.mpr ?_, hne⟩
      rw [hn, one_smul]

/-- If `a² = 0` and `ac + ca = 1`, the states with `n = 0` are exactly those annihilated
by `a`. -/
theorem eigenspace_zero_eq_ker {a c : Module.End ℂ V}
    (ha : a * a = 0) (hac : a * c + c * a = 1) :
    eigenspace (numberOp a c) 0 = LinearMap.ker a := by
  ext v
  rw [mem_eigenspace_iff, LinearMap.mem_ker, zero_smul]
  change c (a v) = 0 ↔ a v = 0
  constructor
  · intro h
    have h1 : a (c v) + c (a v) = v := LinearMap.congr_fun hac v
    rw [h, add_zero] at h1
    calc a v = a (a (c v)) := by rw [h1]
      _ = 0 := LinearMap.congr_fun ha (c v)
  · intro h
    rw [h, map_zero]

/-- If `c² = 0` and `ac + ca = 1`, the states with `n = 1` are exactly those annihilated
by the creator `c`. -/
theorem eigenspace_one_eq_ker {a c : Module.End ℂ V}
    (hc : c * c = 0) (hac : a * c + c * a = 1) :
    eigenspace (numberOp a c) 1 = LinearMap.ker c := by
  ext v
  rw [mem_eigenspace_iff, LinearMap.mem_ker, one_smul]
  change c (a v) = v ↔ c v = 0
  constructor
  · intro h
    calc c v = c (c (a v)) := by rw [h]
      _ = 0 := LinearMap.congr_fun hc (a v)
  · intro h
    have h1 : a (c v) + c (a v) = v := LinearMap.congr_fun hac v
    rwa [h, map_zero, zero_add] at h1

/-- On a nonzero complex vector space with `a² = 0` and `ac + ca = 1`, the eigenvalues of
`E₀ + ε n` are exactly `E₀` and `E₀ + ε`. -/
theorem modeHamiltonian_hasEigenvalue_iff [Nontrivial V] {a c : Module.End ℂ V}
    (ha : a * a = 0) (hac : a * c + c * a = 1) (E₀ ε E : ℂ) :
    HasEigenvalue (modeHamiltonian E₀ ε a c) E ↔ E = E₀ ∨ E = E₀ + ε := by
  have hH : ∀ v, modeHamiltonian E₀ ε a c v = E₀ • v + ε • numberOp a c v := fun _ => rfl
  constructor
  · intro h
    obtain ⟨v, hv⟩ := h.exists_hasEigenvector
    have h1 : E₀ • v + ε • numberOp a c v = E • v := hv.apply_eq_smul
    by_cases h0 : numberOp a c v = 0
    · rw [h0, smul_zero, add_zero] at h1
      exact Or.inl (smul_left_injective ℂ hv.2 h1).symm
    · -- project the eigenvalue equation onto the occupied part of v
      have hn : numberOp a c (numberOp a c v) = numberOp a c v :=
        LinearMap.congr_fun (numberOp_idempotent ha hac) v
      have h2 := congrArg (numberOp a c) h1
      simp only [map_add, map_smul, hn, ← add_smul] at h2
      exact Or.inr (smul_left_injective ℂ h0 h2).symm
  · rintro (h | h)
    · obtain ⟨v, hv⟩ :=
        ((numberOp_hasEigenvalue_iff ha hac 0).mpr (Or.inl rfl)).exists_hasEigenvector
      rw [h]
      refine hasEigenvalue_of_hasEigenvector (x := v) ⟨mem_eigenspace_iff.mpr ?_, hv.2⟩
      rw [hH, hv.apply_eq_smul]
      module
    · obtain ⟨v, hv⟩ :=
        ((numberOp_hasEigenvalue_iff ha hac 1).mpr (Or.inr rfl)).exists_hasEigenvector
      rw [h]
      refine hasEigenvalue_of_hasEigenvector (x := v) ⟨mem_eigenspace_iff.mpr ?_, hv.2⟩
      rw [hH, hv.apply_eq_smul]
      module

/-- The operator `(v₀, v₁) ↦ (v₁, 0)` on `ℂ²`. -/
def lowering : Module.End ℂ (Fin 2 → ℂ) where
  toFun v := ![v 1, 0]
  map_add' v w := by ext i; fin_cases i <;> simp
  map_smul' r v := by ext i; fin_cases i <;> simp

/-- The operator `(v₀, v₁) ↦ (y v₁, v₀)` on `ℂ²`, with a complex parameter `y`. -/
def raising (y : ℂ) : Module.End ℂ (Fin 2 → ℂ) where
  toFun v := ![y * v 1, v 0]
  map_add' v w := by ext i; fin_cases i <;> simp [mul_add]
  map_smul' r v := by ext i; fin_cases i <;> simp [mul_left_comm]

/-- On `ℂ²`, `a = lowering` and `c = raising y` satisfy `a² = 0`, `ac + ca = 1` and
`c² = y`; in particular `c² = 0` for `y = 0`. -/
theorem mode_witness (y : ℂ) :
    lowering * lowering = 0 ∧ lowering * raising y + raising y * lowering = 1 ∧
      raising y * raising y = y • (1 : Module.End ℂ (Fin 2 → ℂ)) := by
  refine ⟨?_, ?_, ?_⟩ <;> refine LinearMap.ext fun v => funext fun i => ?_ <;>
    fin_cases i <;> simp [lowering, raising]

end

end FermionModeOccupation
```

```lean
#print axioms FermionModeOccupation.eigenspace_zero_eq_ker
#print axioms FermionModeOccupation.eigenspace_one_eq_ker
#print axioms FermionModeOccupation.modeHamiltonian_hasEigenvalue_iff
```

```
'FermionModeOccupation.eigenspace_zero_eq_ker' depends on axioms: [propext, Classical.choice, Quot.sound]
'FermionModeOccupation.eigenspace_one_eq_ker' depends on axioms: [propext, Classical.choice, Quot.sound]
'FermionModeOccupation.modeHamiltonian_hasEigenvalue_iff' depends on axioms: [propext, Classical.choice, Quot.sound]
```

## What the theorems assume and conclude

The type `Module.End ℂ V` contains the linear maps from $V$ to $V$. Its multiplication is composition, so `c * a` applies $a$ first and $c$ second. Nothing is said about the dimension of $V$, which may be infinite.

The main theorem is `numberOp_hasEigenvalue_iff`. Its hypothesis `ha` states $a^2 = 0$, its hypothesis `hac` states $ac + ca = 1$, and `[Nontrivial V]` says that $V$ contains a nonzero vector. The conclusion concerns an arbitrary complex number $\mu$: the statement `HasEigenvalue (numberOp a c) μ`, which means that some nonzero $v$ satisfies $nv = \mu v$, holds if and only if $\mu = 0$ or $\mu = 1$. The equivalence therefore excludes every other value and also guarantees that both of these occur.

The condition $c^2 = 0$, which belongs to the usual fermionic algebra, is absent from this theorem. It enters only in `eigenspace_one_eq_ker`, which identifies the states with $n = 1$ as those annihilated by $c$. The companion theorem `eigenspace_zero_eq_ker` identifies the states with $n = 0$ as those annihilated by $a$, and it uses $a^2 = 0$ instead.

The theorem `modeHamiltonian_hasEigenvalue_iff` treats the Hamiltonian $H = E_0 + \varepsilon n$. Its eigenvalues are exactly $E_0$ and $E_0 + \varepsilon$. When $\varepsilon = 0$ these are the same number, and the theorem remains true. The parameters are allowed to be complex; a physical energy offset and level energy are real.

## The physics in the two relations

The relation $a^2 = 0$ says that two particles can never be removed from the same mode. The anticommutator $ac + ca = 1$ ties removal to creation: on a state $v$ with $av = 0$ it reduces to $acv = v$, so a particle that has been created can be taken away again, and the original state returns. Together the two relations carry the exclusion principle for the mode, in the form that its occupation number is $0$ or $1$.

There is no inner product in the model. The creator is not assumed to be the adjoint of the annihilator, and neither normalisation nor orthogonality of states is discussed. If $c$ is the adjoint $a^\dagger$, then $c^2 = (a^2)^\dagger = 0$ follows from $a^2 = 0$, and the usual algebra is recovered.

Since $V$ is arbitrary, it may be the Fock space of many modes, with $a$ and $c$ belonging to one of them. The theorem then gives the possible occupations of that mode, but not how many independent states have each occupation, and it does not construct joint eigenstates for several modes. In electronic structure theory this is the rule that lets each spin orbital in a determinant be labelled by a $0$ or a $1$, established here for one mode at a time. The Hamiltonian in the file is that of a single non-interacting level.

## The number operator is a projection

The first step is to show that $n^2 = n$. Insert the anticommutator between the outer factors of $n^2 = c(ac)a$:

$$
n^2 = c(ac)a = c(1 - ca)a = ca - c^2a^2 = ca = n.
$$

The last product vanishes because $a^2 = 0$. It would also vanish if $c^2$ were zero, but one of the two conditions is enough.

The lemma `numberOp_idempotent` arranges the same calculation slightly differently. It writes $caca$ as $c(ac+ca)a - c^2a^2$, an identity that `noncomm_ring` verifies without exchanging the order of the operators. The two hypotheses are then substituted.

Now let $nv = \mu v$ with $v \neq 0$. Applying $n$ once more gives $n^2v = \mu^2v$, while $n^2v = nv = \mu v$. Hence $(\mu^2 - \mu)v = 0$. Because $v$ is nonzero, $\mu(\mu - 1) = 0$, and so $\mu$ is $0$ or $1$.

This is the forward direction of `numberOp_hasEigenvalue_iff`. The proof extracts an eigenvector, applies idempotence to it, and cancels the nonzero vector with `smul_left_injective`. What remains is a product of two complex numbers equal to zero, which `mul_eq_zero` splits into the two cases.

## Both occupations occur

Idempotence alone does not show that both values are present, since the zero operator and the identity are projections too. The eigenvectors have to be produced.

Start with any nonzero $w \in V$. If $aw = 0$, set $v = w$. Otherwise set $v = aw$, which is nonzero and satisfies $av = a^2w = 0$. In either case $v$ is a nonzero state annihilated by $a$. This case distinction is the whole proof of `exists_empty_state`. The state $v$ is an eigenvector of $n$ with eigenvalue $0$, because $nv = c(av) = 0$.

Next apply the anticommutator to $v$:

$$
v = acv + cav = acv.
$$

If $cv$ were zero, the right-hand side would be zero and $v$ would vanish, which it does not. So $cv \neq 0$. Moreover,

$$
n(cv) = c(acv) = cv,
$$

and $cv$ is an eigenvector with eigenvalue $1$. The lemma `create_on_empty` proves these two statements: it evaluates the operator equation `hac` at $v$, removes the term containing $av$, and uses the resulting equation $acv = v$ twice.

The reverse direction of the main theorem puts these vectors to work. For $\mu = 0$ it supplies $v$, and for $\mu = 1$ it supplies $cv$, each time through `hasEigenvalue_of_hasEigenvector`.

## Empty and occupied states as kernels

Every state with $av = 0$ satisfies $nv = 0$. Conversely, suppose that $nv = cav = 0$. The anticommutator then gives $v = acv$, and therefore

$$
av = a^2cv = 0.
$$

Thus the eigenspace of $n$ at $0$ is $\ker a$, as `eigenspace_zero_eq_ker` states.

For the occupied states, assume $c^2 = 0$. If $nv = v$, that is, $cav = v$, then $cv = c^2av = 0$. In the other direction, if $cv = 0$, the anticommutator gives $v = acv + cav = cav = nv$. This is `eigenspace_one_eq_ker`, and it says that a mode is occupied exactly when no further particle can be put into it. The two kernel theorems need no assumption that $V$ is nonzero, since on the zero space both sides are the zero subspace.

## The two energies of a level

Let $Hv = Ev$ with $v \neq 0$, which reads

$$
E_0v + \varepsilon nv = Ev.
$$

If $nv = 0$, then $E_0v = Ev$ and $E = E_0$. If $nv \neq 0$, apply $n$ to both sides and use $n^2 = n$ to obtain

$$
(E_0 + \varepsilon)\,nv = E\,nv.
$$

The vector $nv$ is nonzero, so $E = E_0 + \varepsilon$. The argument never divides by $\varepsilon$, so a level at zero energy needs no separate treatment.

Conversely, an eigenvector of $n$ with eigenvalue $0$ has energy $E_0$, and one with eigenvalue $1$ has energy $E_0 + \varepsilon$. In `modeHamiltonian_hasEigenvalue_iff` the case distinction is `by_cases h0`, and `congrArg` applies the number operator to the eigenvalue equation. The converse takes its eigenvectors from the main theorem.

## A two-state realisation with adjustable $c^2$

The file also gives explicit operators on $\mathbb{C}^2$, written `Fin 2 → ℂ`, with components numbered $0$ and $1$. For a complex parameter $y$, the maps `lowering` and `raising y` have the matrices

$$
a = \begin{pmatrix} 0 & 1 \\ 0 & 0 \end{pmatrix},
\qquad
c = \begin{pmatrix} 0 & y \\ 1 & 0 \end{pmatrix}.
$$

Multiplication gives

$$
ac = \begin{pmatrix} 1 & 0 \\ 0 & 0 \end{pmatrix},
\qquad
ca = \begin{pmatrix} 0 & 0 \\ 0 & 1 \end{pmatrix},
\qquad
c^2 = y \begin{pmatrix} 1 & 0 \\ 0 & 1 \end{pmatrix},
$$

together with $a^2 = 0$. Hence $ac + ca = 1$ for every $y$. The theorem `mode_witness` records the relations for $a^2$, $ac + ca$ and $c^2$, and its proof compares the two components of each vector equation.

At $y = 0$ this is the textbook fermion mode, in which $(1,0)$ is the empty state and $(0,1)$ the occupied one. For $y \neq 0$ the creator no longer squares to zero: acting on the occupied state it returns $y$ times the empty state. The number operator is nevertheless the same matrix, with eigenvalues $0$ and $1$. The kernel of $c$, on the other hand, is then zero and no longer contains the occupied state, which shows why the description of occupied states as $\ker c$ carries the hypothesis $c^2 = 0$.

## The same spectrum from $c^2 = 0$

The roles of the two nilpotency conditions can be exchanged. Suppose that $V \neq 0$, $c^2 = 0$ and $ac + ca = 1$, with no assumption on $a^2$. The anticommutator is symmetric in $a$ and $c$, so the argument above, with the two letters interchanged, shows that the eigenvalues of $ac$ are exactly $0$ and $1$. Since $n = ca = 1 - ac$, a vector with $acv = \lambda v$ satisfies $nv = (1 - \lambda)v$, and conversely. The map $\lambda \mapsto 1 - \lambda$ exchanges $0$ and $1$, so $n$ again has exactly these two eigenvalues. Physically, $ac$ counts the holes in the mode. This variant is argued here in prose and has no theorem of its own in the file.
